# Commutators of bosonic one-body operators reduce to matrix commutators

In the simplest model of coupled cavities, without loss, driving or interactions, photons hop from mode to mode without changing their total number. Non-interacting bosonic atoms on a finite lattice are modelled in the same way. The Hamiltonian of such a model is fixed by a small matrix of on-site energies and hopping amplitudes, although it acts on a many-particle space that is far larger. When two such Hamiltonians are combined, can their commutator be computed from the small matrices alone?

For finitely many modes that obey the canonical commutation relations, it can. Let \(a_i\) be the annihilation operators and \(b_i\) the creation operators, which textbooks write \(a_i^\dagger\). With \([X,Y]=XY-YX\), the relations are

\[
[a_i,b_j]=\delta_{ij},\qquad [a_i,a_j]=[b_i,b_j]=0 .
\]

To a square matrix \(M\) of scalars belongs the one-body operator \(Q(M)=\sum_{ij}M_{ij}\,b_i a_j\). For all matrices \(M\) and \(M'\),

\[
[Q(M),Q(M')]=Q(MM'-M'M).
\]

## Matrix-sized propagation and splitting errors

For non-interacting bosons with \(H=Q(h)\), the Heisenberg equation is \(i\hbar\,\dot a_k=[a_k,H]=\sum_j h_{kj}a_j\). A code can therefore propagate mode amplitudes with the matrix \(h\), without building a many-particle state.

The main identity enters when such a Hamiltonian is split into two one-body parts \(Q(M)\) and \(Q(M')\) that are exponentiated in turn. The leading error of the first-order splitting is proportional to their commutator, so its size and structure can be studied through \(MM'-M'M\). In the same way, a one-body symmetry of a non-interacting model can be checked on matrices whose size is the number of modes.

## Two ladder commutators and the Leibniz rule

The product rule \([XY,Z]=X[Y,Z]+[X,Z]Y\) gives

\[
[b_i a_j,b_k]=b_i[a_j,b_k]+[b_i,b_k]a_j=\delta_{jk}\,b_i ,
\]
\[
[b_i a_j,a_k]=b_i[a_j,a_k]+[b_i,a_k]a_j=-\delta_{ki}\,a_j .
\]

Multiplying by \(M_{ij}\) and summing over \(i\) and \(j\) yields

\[
[Q(M),b_k]=\sum_i M_{ik}b_i,\qquad
[Q(M),a_k]=-\sum_j M_{kj}a_j .
\]

Creation operators thus pick out a column of \(M\), and annihilation operators a row with a minus sign. The Leibniz rule for a product \(b_k a_l\) now gives

\[
[Q(M),b_k a_l]=\sum_i M_{ik}\,b_i a_l-\sum_j M_{lj}\,b_k a_j .
\]

Multiply by \(M'_{kl}\) and sum over \(k\) and \(l\):

\[
[Q(M),Q(M')]=\sum_{i,l}\Big(\sum_k M_{ik}M'_{kl}\Big)b_i a_l
-\sum_{k,j}\Big(\sum_l M'_{kl}M_{lj}\Big)b_k a_j .
\]

The brackets are the entries of \(MM'\) and \(M'M\), and linearity of \(Q\) gives the identity.

The identity matrix gives the total number operator, \(Q(1)=\sum_i b_i a_i\). Since it commutes with every matrix, the total number commutes with every \(Q(M)\).

The matrix can also be read back from the operator:

\[
[a_i,[Q(M),b_k]]=\sum_l M_{lk}[a_i,b_l]=M_{ik}\,1 .
\]

If different scalars act as different operators, then \(Q(M)=Q(M')\) forces \(M=M'\). Hence \(Q(M)\) and \(Q(M')\) commute exactly when \(M\) and \(M'\) do: a vanishing commutator means \(Q(MM'-M'M)=0=Q(0)\), and so \(MM'=M'M\).

A concrete model is given by polynomials in variables \(x_i\), with \(a_i=\partial/\partial x_i\) and \(b_i\) multiplication by \(x_i\). For a polynomial \(p\), \(\partial_i(x_jp)-x_j\partial_i p=\delta_{ij}p\). Partial derivatives commute with each other, as do multiplications. A scalar \(r\), acting on the polynomial \(1\), returns \(r\), so different scalars act differently.

## One mode, then two

With a single mode, \(M\) is a number \(m\) and \(Q(m)=m\,ba\). All such operators commute, while \([Q(m),b]=mb\) and \([Q(m),a]=-ma\) are the ladder relations of the oscillator.

Two modes give the first non-zero commutator of one-body operators:

\[
[b_1a_2,\,b_2a_1]=b_1a_1-b_2a_2 .
\]

Two opposite hops combine into the difference of the occupations.

## The operator algebra in Lean

```lean
import Mathlib

open Finset

namespace MultimodeSecondQuantization

variable {n R A : Type*} [Fintype n] [DecidableEq n] [CommRing R] [Ring A] [Algebra R A]

/-- The canonical commutation relations for modes labelled by `n`, with annihilation
operators `a i` and creation operators `b i`. -/
structure IsBosonic {n A : Type*} [DecidableEq n] [Ring A] (a b : n → A) : Prop where
  ab : ∀ i j, a i * b j - b j * a i = if i = j then 1 else 0
  aa : ∀ i j, a i * a j - a j * a i = 0
  bb : ∀ i j, b i * b j - b j * b i = 0

/-- The second-quantized one-body operator `Q(M) = ∑ M i j b i a j` of a matrix `M`. -/
def secondQuant {n R A : Type*} [Fintype n] [CommRing R] [Ring A] [Algebra R A]
    (a b : n → A) (M : Matrix n n R) : A :=
  ∑ i, ∑ j, M i j • (b i * a j)

/-- For bosonic modes, the commutator of `Q(M)` with the creation operator `b k` is the
combination of creation operators given by column `k` of `M`. -/
theorem commutator_creation {a b : n → A} (h : IsBosonic a b) (M : Matrix n n R) (k : n) :
    secondQuant a b M * b k - b k * secondQuant a b M = ∑ i, M i k • b i := by
  -- only the annihilator of mode `k` sees `b k`
  have key : ∀ i j, b i * a j * b k - b k * (b i * a j) = if j = k then b i else 0 := by
    intro i j
    calc b i * a j * b k - b k * (b i * a j)
        = b i * (a j * b k - b k * a j) + (b i * b k - b k * b i) * a j := by noncomm_ring
      _ = if j = k then b i else 0 := by
        rw [h.ab, h.bb]
        split_ifs <;> simp
  simp only [secondQuant, Finset.sum_mul, Finset.mul_sum, smul_mul_assoc, mul_smul_comm,
    ← Finset.sum_sub_distrib, ← smul_sub, key]
  simp

/-- For bosonic modes, the commutator of `Q(M)` with the annihilation operator `a k` is minus
the combination of annihilation operators given by row `k` of `M`. -/
theorem commutator_annihilation {a b : n → A} (h : IsBosonic a b) (M : Matrix n n R) (k : n) :
    secondQuant a b M * a k - a k * secondQuant a b M = -∑ j, M k j • a j := by
  -- only the creator of mode `k` sees `a k`
  have key : ∀ i j, b i * a j * a k - a k * (b i * a j) = if k = i then -a j else 0 := by
    intro i j
    calc b i * a j * a k - a k * (b i * a j)
        = b i * (a j * a k - a k * a j) - (a k * b i - b i * a k) * a j := by noncomm_ring
      _ = if k = i then -a j else 0 := by
        rw [h.ab, h.aa]
        split_ifs <;> simp
  simp only [secondQuant, Finset.sum_mul, Finset.mul_sum, smul_mul_assoc, mul_smul_comm,
    ← Finset.sum_sub_distrib, ← smul_sub, key]
  rw [Finset.sum_comm]
  simp

/-- For bosonic modes, the commutator of two second-quantized one-body operators is the
second quantization of the commutator of their matrices. -/
theorem commutator_secondQuant {a b : n → A} (h : IsBosonic a b) (M M' : Matrix n n R) :
    secondQuant a b M * secondQuant a b M' - secondQuant a b M' * secondQuant a b M
      = secondQuant a b (M * M' - M' * M) := by
  -- the commutator acts on each product `b k * a l` by the Leibniz rule
  have step : ∀ k l, secondQuant a b M * (b k * a l) - b k * a l * secondQuant a b M
      = (∑ i, M i k • b i) * a l - b k * ∑ j, M l j • a j := by
    intro k l
    rw [← commutator_creation h M k, ← neg_neg (∑ j, M l j • a j),
      ← commutator_annihilation h M l]
    noncomm_ring
  have expand : ∀ x : A, x * secondQuant a b M' - secondQuant a b M' * x
      = ∑ k, ∑ l, M' k l • (x * (b k * a l) - b k * a l * x) := by
    intro x
    simp only [secondQuant, Finset.mul_sum, Finset.sum_mul, mul_smul_comm, smul_mul_assoc,
      smul_sub, Finset.sum_sub_distrib]
  rw [expand]
  simp only [step]
  simp only [secondQuant, Matrix.sub_apply, Matrix.mul_apply, sub_smul, Finset.sum_smul,
    smul_sub, Finset.sum_sub_distrib, Finset.sum_mul, Finset.mul_sum, Finset.smul_sum,
    smul_mul_assoc, mul_smul_comm, smul_smul]
  -- the two triple sums are the two matrix products
  congr 1
  · refine Finset.sum_comm.trans (Eq.trans ?_ Finset.sum_comm)
    refine Finset.sum_congr rfl fun l _ => Finset.sum_comm.trans ?_
    exact Finset.sum_congr rfl fun i _ => Finset.sum_congr rfl fun k _ => by
      rw [mul_comm (M' k l)]
  · exact Finset.sum_congr rfl fun k _ => Finset.sum_comm

/-- For bosonic modes, the total number operator `∑ b i a i` commutes with every
second-quantized one-body operator. -/
theorem number_conserved {a b : n → A} (h : IsBosonic a b) (M : Matrix n n R) :
    (∑ i, b i * a i) * secondQuant a b M = secondQuant a b M * ∑ i, b i * a i := by
  -- the number operator is the second quantization of the identity matrix
  have hN : secondQuant a b (1 : Matrix n n R) = ∑ i, b i * a i := by
    simp [secondQuant, Matrix.one_apply, ite_smul]
  apply sub_eq_zero.mp
  rw [← hN, commutator_secondQuant h, one_mul, mul_one, sub_self]
  simp [secondQuant]

/-- For bosonic modes, the double commutator `[a i, [Q(M), b k]]` is the scalar `M i k`. -/
theorem matrix_element {a b : n → A} (h : IsBosonic a b) (M : Matrix n n R) (i k : n) :
    a i * (secondQuant a b M * b k - b k * secondQuant a b M)
      - (secondQuant a b M * b k - b k * secondQuant a b M) * a i
      = algebraMap R A (M i k) := by
  rw [commutator_creation h]
  simp only [Finset.mul_sum, Finset.sum_mul, mul_smul_comm, smul_mul_assoc,
    ← Finset.sum_sub_distrib, ← smul_sub, h.ab]
  simp [Algebra.algebraMap_eq_smul_one]

/-- For bosonic modes in an algebra that contains the scalars faithfully, different matrices
have different second quantizations. -/
theorem secondQuant_injective {a b : n → A} (h : IsBosonic a b)
    (hR : Function.Injective (algebraMap R A)) :
    Function.Injective (fun M : Matrix n n R => secondQuant a b M) := by
  intro M M' hM
  have e : secondQuant a b M = secondQuant a b M' := hM
  ext i k
  apply hR
  rw [← matrix_element h M i k, ← matrix_element h M' i k, e]

/-- For bosonic modes in an algebra that contains the scalars faithfully, two second-quantized
one-body operators commute exactly when their matrices commute. -/
theorem secondQuant_commute_iff {a b : n → A} (h : IsBosonic a b)
    (hR : Function.Injective (algebraMap R A)) (M M' : Matrix n n R) :
    secondQuant a b M * secondQuant a b M' = secondQuant a b M' * secondQuant a b M
      ↔ M * M' = M' * M := by
  have hzero : secondQuant a b (0 : Matrix n n R) = 0 := by simp [secondQuant]
  constructor
  · intro e
    have hc := commutator_secondQuant h M M'
    rw [e, sub_self] at hc
    exact sub_eq_zero.mp (secondQuant_injective h hR (hc.symm.trans hzero.symm))
  · intro e
    apply sub_eq_zero.mp
    rw [commutator_secondQuant h, e, sub_self, hzero]

/-- On polynomials in the mode variables, the partial derivatives and the multiplications by
the variables are bosonic modes, and the scalars are contained faithfully in the operators. -/
theorem isBosonic_witness (n R : Type*) [DecidableEq n] [CommRing R] :
    IsBosonic
      (fun i : n => ((MvPolynomial.pderiv i).toLinearMap : Module.End R (MvPolynomial n R)))
      (fun i : n => LinearMap.mulLeft R (MvPolynomial.X i : MvPolynomial n R))
    ∧ Function.Injective (algebraMap R (Module.End R (MvPolynomial n R))) := by
  refine ⟨⟨?_, ?_, ?_⟩, ?_⟩
  · intro i j
    apply LinearMap.ext
    intro p
    change MvPolynomial.pderiv i (MvPolynomial.X j * p)
      - MvPolynomial.X j * MvPolynomial.pderiv i p = _
    rw [Derivation.leibniz]
    by_cases hij : i = j
    · subst hij
      simp [smul_eq_mul]
    · simp [hij, MvPolynomial.pderiv_X_of_ne (Ne.symm hij), smul_eq_mul]
  · intro i j
    -- the commutator of two derivations is a derivation, and it kills every variable
    have hD : ⁅MvPolynomial.pderiv (R := R) i, MvPolynomial.pderiv (R := R) j⁆ = 0 := by
      apply MvPolynomial.derivation_ext
      intro k
      simp only [Derivation.commutator_apply, MvPolynomial.pderiv_X, Pi.single_apply]
      split_ifs <;> simp
    apply LinearMap.ext
    intro p
    change MvPolynomial.pderiv i (MvPolynomial.pderiv j p)
      - MvPolynomial.pderiv j (MvPolynomial.pderiv i p) = 0
    rw [← Derivation.commutator_apply, hD, Derivation.zero_apply]
  · intro i j
    apply LinearMap.ext
    intro p
    change MvPolynomial.X i * (MvPolynomial.X j * p)
      - MvPolynomial.X j * (MvPolynomial.X i * p) = 0
    ring
  · intro r s e
    -- compare the constant terms of the images of the polynomial `1`
    have h1 := congrArg
      (fun f : Module.End R (MvPolynomial n R) => MvPolynomial.coeff 0 (f 1)) e
    simpa [Module.algebraMap_end_apply] using h1

end MultimodeSecondQuantization
```

```lean
#print axioms MultimodeSecondQuantization.number_conserved
-- 'MultimodeSecondQuantization.number_conserved' depends on axioms: [propext, Classical.choice, Quot.sound]
#print axioms MultimodeSecondQuantization.secondQuant_commute_iff
-- 'MultimodeSecondQuantization.secondQuant_commute_iff' depends on axioms: [propext, Classical.choice, Quot.sound]
```

The type `n` labels the modes, `R` holds the matrix entries and `A` holds the operators. In the physical case `R` is the complex numbers. Multiplication in `R` is commutative, multiplication in `A` need not be, and `Algebra R A` lets scalars multiply operators and commute with them. The hypothesis `IsBosonic a b` consists of the three commutation relations, which express the bosonic character of independent modes. `secondQuant a b M` is \(Q(M)\), with `•` for multiplication by a scalar. Commutators are written out as differences of products.

The main identity is `commutator_secondQuant`. It rests on `commutator_creation` and `commutator_annihilation`, where `key` is the commutator with a single product \(b_i a_j\). There `noncomm_ring` checks the product rule, the commutation relations are substituted, and `simp` collapses the sum over the Kronecker delta.

In the main proof, `step` is the Leibniz rule for \(b_k a_l\), and `expand` writes the commutator with \(Q(M')\) as a sum over such products. After `congr 1`, the two triple sums are matched separately with \(MM'\) and \(M'M\) by changing the order of summation. The first also needs `mul_comm (M' k l)`, because the derivation produces \(M'_{kl}M_{ik}\) where the matrix product has \(M_{ik}M'_{kl}\).

`number_conserved` inserts the identity matrix into the main identity. `matrix_element` evaluates the double commutator, and `secondQuant_injective` uses it to compare two matrices entry by entry. `secondQuant_commute_iff` combines injectivity with the main identity. These last two theorems also assume `hR`, which says that different scalars give different elements of `A`. For complex scalars this holds in every non-zero algebra.

`isBosonic_witness` shows that the polynomial model meets both hypotheses. To show that two partial derivatives commute, it uses that their commutator is again a derivation and vanishes on every variable, hence on every polynomial.

## Cutoffs, unbounded operators and interactions

The theorems are algebraic identities for any operators that satisfy the commutation relations. They do not require \(b_i\) to be the adjoint of \(a_i\), nor \(M\) to be Hermitian. On Fock space they apply to the ladder operators acting on finite combinations of occupation-number states. The step left to functional analysis is the passage from there to unbounded operators on the full Hilbert space and their exponentials, which time evolution needs.

Stored ladder matrices need separate care; the following remarks on cutoffs are ordinary arguments and have not been formalised. Finite complex matrices of non-zero size cannot satisfy \([a_i,b_i]=1\), because a commutator has trace zero and the identity matrix does not. What this does to the main identity depends on the cutoff:

- **Cutoff on the total number.** If the basis holds all occupation states with at most \(N_{\max}\) particles, the identity survives exactly. Each product \(b_i a_j\) removes a particle before adding one, so it never leaves the basis.
- **Cutoff on each mode.** The identity can fail near the edge. Take two modes with at most two particles each, and the state with occupations \((2,1)\). The exact commutator \([b_1a_2,b_2a_1]\) multiplies this state by \(2-1=1\). The truncated matrices give \(4\), because the path through occupations \((3,0)\) is missing.

Interaction terms such as \(b_i b_j a_k a_l\) and pairing terms such as \(a_i a_j\) do not have the form \(Q(M)\), so the matrix identity cannot be applied to a Hamiltonian that contains them. Fermionic modes obey anticommutation relations and do not satisfy `IsBosonic`, so the theorems here do not cover them. The same matrix identity does hold for fermionic one-body operators, but its proof has to start from the anticommutators.
